# The second imaginary-time cumulant of a finite system with a nondegenerate ground state yields the second-order energy and the norm of the first-order state

Let S be a finite set of excited states with gaps D_k > 0 and real weights w_k. With ℏ = 1 and t an imaginary time, define

C(t) = Σ_k w_k exp(−t D_k)

I(b) = ∫₀ᵇ ds ∫₀ˢ du C(s − u).

I believe that I(b), the second cumulant, approaches a straight line as b grows. Now take a Hermitian perturbation V of a diagonal H₀ with a nondegenerate ground state g, let S hold all the other states, and set w_k = |⟨k|V|g⟩|². I then expect the slope −E₂ and the intercept −‖ψ‖², where E₂ is the second-order energy of g and ψ its first-order state, taken orthogonal to g. I would like a complete proof that a machine has checked, with I(b) as a real double integral and with ψ defined by its equation, so that the sums over states are derived. Can that be done?

## Two integrations leave a line and a decaying remainder

Yes. In the physical setting, H₀ is diagonal with real energies E_k, and g is its nondegenerate ground state, so E_g < E_k for every k ≠ g. Write V_kg = ⟨k|V|g⟩. The connected correlation function is

C(t) = ⟨g|V exp(−t(H₀ − E_g)) V|g⟩ − ⟨g|V|g⟩².

The first-order state is fixed by

(H₀ − E_g)ψ = (V_gg − V)|g⟩, ψ_g = 0,

and the second-order energy is E₂ = ⟨g|V|ψ⟩.

### The integrals by hand

For one exponential with gap D, the earlier time u is integrated first:

∫₀ˢ exp(−(s − u)D) du = (1 − exp(−sD))/D.

The later time s then gives

∫₀ᵇ (1 − exp(−sD))/D ds = b/D − 1/D² + exp(−bD)/D².

Multiplying by the weights and summing,

I(b) = b Σ_k w_k/D_k − Σ_k w_k/D_k² + Σ_k w_k exp(−bD_k)/D_k².

The last sum vanishes as b grows, because every gap is positive. If all gaps are at least δ > 0, its size for b ≥ 0 is at most exp(−bδ) Σ_k |w_k|/D_k².

### The sums over states

Insert the eigenbasis of H₀ into the correlation function. The intermediate state g contributes V_gg², which the subtraction removes. Since V is Hermitian, V_gk V_kg = |V_kg|², and therefore

C(t) = Σ_{k≠g} |V_kg|² exp(−t(E_k − E_g)).

The weights are thus w_k = |V_kg|² and the gaps are D_k = E_k − E_g. The component k ≠ g of the first-order equation reads D_k ψ_k = −V_kg, so ψ_k = −V_kg/D_k. The component g reads 0 = 0, and the condition ψ_g = 0 supplies what it leaves open. It follows that

E₂ = Σ_{k≠g} V_gk ψ_k = −Σ_{k≠g} |V_kg|²/D_k

‖ψ‖² = Σ_{k≠g} |V_kg|²/D_k².

These are the slope and the intercept of the line, each with its sign reversed:

I(b) + bE₂ → −‖ψ‖².

For two levels with energies 0 and 1 and a unit off-diagonal coupling, ψ = (0, −1), E₂ = −1 and I(b) = b − 1 + exp(−b).

### What the Lean statements say

`correlation S w D` is the sum of exponentials, and `cumulant C b` is the iterated integral over the ordered times. `cumulant_tendsto` is the limit for arbitrary real weights and positive gaps, and `cumulant_error_le` is the exponential bound.

In the physical part, the finite type `ι` labels the levels, `E` holds the energies, `V` is a complex matrix in the eigenbasis of H₀, and `g` is the reference level. The hypothesis `hV` says that V is Hermitian. The hypothesis `hE` says that g lies strictly below all other levels; those may be degenerate among themselves. `connectedCorrelation` contains exp(−t(H₀ − E_g)) as a diagonal matrix of exponentials. `IsFirstOrder E V g ψ` is the first-order equation together with ψ_g = 0.

The main theorem, `cumulant_slope_intercept`, takes any ψ that satisfies `IsFirstOrder` and states the limit of I(b) + bE₂. In it E₂ appears as `((V *ᵥ ψ) g).re`. Taking real parts loses nothing, since for Hermitian V both the correlation function and E₂ are real.

The model has finitely many levels, so a continuous spectrum is not covered. V need not be small, because the theorem relates second-order coefficients to each other. Whether they approximate the perturbed energy well is a separate question.

```lean
import Mathlib

open Matrix Filter Topology

namespace ImaginaryTimeCumulant

noncomputable section

/-- The correlation function `C(t) = ∑ w_k exp(-t D_k)` of a finite set `S` of states. -/
def correlation {ι : Type*} (S : Finset ι) (w D : ι → ℝ) (t : ℝ) : ℝ :=
  ∑ k ∈ S, w k * Real.exp (-(t * D k))

/-- The second cumulant, an iterated integral of `C(s - u)`. For `b ≥ 0` it runs over the ordered
times `0 < u < s < b`. -/
def cumulant (C : ℝ → ℝ) (b : ℝ) : ℝ :=
  ∫ s in (0 : ℝ)..b, ∫ u in (0 : ℝ)..s, C (s - u)

section Spectral

variable {ι : Type*} {S : Finset ι} {w D : ι → ℝ}

/-- For nonzero gaps, integrating over the earlier time gives `∑ w_k (1 - exp(-s D_k)) / D_k`. -/
theorem integral_earlier_time (hD : ∀ k ∈ S, D k ≠ 0) (s : ℝ) :
    ∫ u in (0 : ℝ)..s, correlation S w D (s - u)
      = ∑ k ∈ S, w k * (1 - Real.exp (-(s * D k))) / D k := by
  have hderiv : ∀ u ∈ Set.uIcc 0 s,
      HasDerivAt (fun u => ∑ k ∈ S, w k * Real.exp (-((s - u) * D k)) / D k)
        (correlation S w D (s - u)) u := by
    intro u _
    refine HasDerivAt.fun_sum fun k hk => ?_
    have hk0 := hD k hk
    have h1 : HasDerivAt (fun u => -((s - u) * D k)) (D k) u :=
      (((hasDerivAt_id' u).const_sub s).mul_const (D k)).fun_neg.congr_deriv (by ring)
    exact ((h1.exp.const_mul (w k)).div_const (D k)).congr_deriv (by field_simp)
  have hcont : Continuous fun u => correlation S w D (s - u) := by
    unfold correlation
    fun_prop
  rw [intervalIntegral.integral_eq_sub_of_hasDerivAt hderiv (hcont.intervalIntegrable _ _),
    ← Finset.sum_sub_distrib]
  refine Finset.sum_congr rfl fun k _ => ?_
  simp only [sub_self, zero_mul, neg_zero, Real.exp_zero, sub_zero]
  ring

/-- For nonzero gaps the cumulant is a linear function of `b` plus a sum of exponentials. -/
theorem cumulant_eq (hD : ∀ k ∈ S, D k ≠ 0) (b : ℝ) :
    cumulant (correlation S w D) b
      = b * ∑ k ∈ S, w k / D k - ∑ k ∈ S, w k / D k ^ 2
        + ∑ k ∈ S, w k * Real.exp (-(b * D k)) / D k ^ 2 := by
  have hderiv : ∀ s ∈ Set.uIcc 0 b,
      HasDerivAt (fun s => ∑ k ∈ S, w k * (s / D k + Real.exp (-(s * D k)) / D k ^ 2))
        (∑ k ∈ S, w k * (1 - Real.exp (-(s * D k))) / D k) s := by
    intro s _
    refine HasDerivAt.fun_sum fun k hk => ?_
    have hk0 := hD k hk
    have h1 : HasDerivAt (fun s => -(s * D k)) (-D k) s :=
      ((hasDerivAt_id' s).mul_const (D k)).fun_neg.congr_deriv (by ring)
    refine ((((hasDerivAt_id' s).div_const (D k)).fun_add
      (h1.exp.div_const (D k ^ 2))).const_mul (w k)).congr_deriv ?_
    field_simp
    ring
  have hcont : Continuous fun s => ∑ k ∈ S, w k * (1 - Real.exp (-(s * D k))) / D k := by
    fun_prop
  unfold cumulant
  simp only [integral_earlier_time hD]
  rw [intervalIntegral.integral_eq_sub_of_hasDerivAt hderiv (hcont.intervalIntegrable _ _),
    Finset.mul_sum, ← Finset.sum_sub_distrib, ← Finset.sum_sub_distrib,
    ← Finset.sum_add_distrib]
  refine Finset.sum_congr rfl fun k _ => ?_
  simp only [zero_mul, neg_zero, Real.exp_zero, zero_div]
  ring

/-- For positive gaps, `I(b) - b ∑ w_k / D_k` tends to `-∑ w_k / D_k²` as `b` grows. -/
theorem cumulant_tendsto (hD : ∀ k ∈ S, 0 < D k) :
    Tendsto (fun b => cumulant (correlation S w D) b - b * ∑ k ∈ S, w k / D k)
      atTop (𝓝 (-∑ k ∈ S, w k / D k ^ 2)) := by
  -- every transient dies out
  have h0 : Tendsto (fun b : ℝ => ∑ k ∈ S, w k * Real.exp (-(b * D k)) / D k ^ 2)
      atTop (𝓝 (∑ k ∈ S, (0 : ℝ))) := by
    refine tendsto_finsetSum S fun k hk => ?_
    have h : Tendsto (fun b : ℝ => Real.exp (-(b * D k))) atTop (𝓝 0) :=
      Real.tendsto_exp_neg_atTop_nhds_zero.comp (tendsto_id.atTop_mul_const (hD k hk))
    simpa using (h.const_mul (w k)).div_const (D k ^ 2)
  rw [Finset.sum_const_zero] at h0
  have h1 := h0.const_add (-∑ k ∈ S, w k / D k ^ 2)
  rw [add_zero] at h1
  refine h1.congr fun b => ?_
  rw [cumulant_eq fun k hk => (hD k hk).ne']
  ring

/-- If all gaps are at least `δ > 0`, then for `b ≥ 0` the cumulant differs from its
asymptotic line by at most `exp(-b δ) ∑ |w_k| / D_k²`. -/
theorem cumulant_error_le {δ b : ℝ} (hδ : 0 < δ) (hD : ∀ k ∈ S, δ ≤ D k) (hb : 0 ≤ b) :
    |cumulant (correlation S w D) b - (b * ∑ k ∈ S, w k / D k - ∑ k ∈ S, w k / D k ^ 2)|
      ≤ Real.exp (-(b * δ)) * ∑ k ∈ S, |w k| / D k ^ 2 := by
  rw [cumulant_eq fun k hk => (hδ.trans_le (hD k hk)).ne', add_sub_cancel_left, Finset.mul_sum]
  refine (Finset.abs_sum_le_sum_abs _ _).trans (Finset.sum_le_sum fun k hk => ?_)
  have he : Real.exp (-(b * D k)) ≤ Real.exp (-(b * δ)) :=
    Real.exp_le_exp.2 (neg_le_neg (mul_le_mul_of_nonneg_left (hD k hk) hb))
  have h := mul_le_mul_of_nonneg_left he (by positivity : 0 ≤ |w k| / D k ^ 2)
  rw [abs_div, abs_mul, abs_of_pos (Real.exp_pos _), abs_of_nonneg (sq_nonneg (D k))]
  calc _ = |w k| / D k ^ 2 * Real.exp (-(b * D k)) := by ring
    _ ≤ _ := h
    _ = _ := by ring

end Spectral

/-- For Hermitian `V`, the product `V_gk V_kg` is the squared modulus of the coupling. -/
theorem coupling_sq {ι : Type*} {V : Matrix ι ι ℂ} (hV : V.IsHermitian) (g k : ι) :
    V g k * V k g = ((‖V k g‖ ^ 2 : ℝ) : ℂ) := by
  rw [← hV.apply g k, ← Complex.normSq_eq_norm_sq, mul_comm]
  exact Complex.mul_conj _

variable {ι : Type*} [Fintype ι] [DecidableEq ι] {E : ι → ℝ} {V : Matrix ι ι ℂ} {g : ι}

/-- The connected correlation function `⟨g|V exp(-t(H₀ - E_g)) V|g⟩ - ⟨g|V|g⟩²`, written in
the eigenbasis of `H₀`, whose energies are `E`. -/
def connectedCorrelation (E : ι → ℝ) (V : Matrix ι ι ℂ) (g : ι) (t : ℝ) : ℂ :=
  (V * diagonal (fun k => ((Real.exp (-(t * (E k - E g))) : ℝ) : ℂ)) * V) g g - V g g ^ 2

/-- `ψ` is a first-order state: `(H₀ - E_g) ψ = (⟨g|V|g⟩ - V)|g⟩`, with no component
along the reference state `g`. -/
def IsFirstOrder (E : ι → ℝ) (V : Matrix ι ι ℂ) (g : ι) (ψ : ι → ℂ) : Prop :=
  ψ g = 0 ∧ diagonal (fun k => ((E k - E g : ℝ) : ℂ)) *ᵥ ψ
    = V g g • Pi.single g 1 - V *ᵥ Pi.single g 1

/-- Acting with `V` on the basis state `g` gives the column `g` of `V`. -/
private theorem mulVec_basis (V : Matrix ι ι ℂ) (g : ι) :
    V *ᵥ Pi.single g 1 = fun k => V k g := by
  ext k
  simp

/-- Above a nondegenerate ground state `g`, the first-order equation has exactly one solution,
with amplitudes `-V_kg / (E_k - E_g)` on the excited states. -/
theorem isFirstOrder_iff (hE : ∀ k, k ≠ g → E g < E k) {ψ : ι → ℂ} :
    IsFirstOrder E V g ψ ↔
      ψ = fun k => if k = g then 0 else -V k g / ((E k - E g : ℝ) : ℂ) := by
  have hd : ∀ k, k ≠ g → ((E k - E g : ℝ) : ℂ) ≠ 0 := fun k hk =>
    Complex.ofReal_ne_zero.2 (sub_pos.2 (hE k hk)).ne'
  rw [IsFirstOrder, mulVec_basis]
  constructor
  · rintro ⟨h0, h⟩
    ext k
    by_cases hk : k = g
    · simp [hk, h0]
    · have h1 := congrFun h k
      rw [mulVec_diagonal] at h1
      simp only [Pi.sub_apply, Pi.smul_apply, Pi.single_eq_of_ne hk, smul_zero, zero_sub] at h1
      simp only [if_neg hk]
      rw [eq_div_iff (hd k hk), mul_comm]
      exact h1
  · rintro rfl
    refine ⟨by simp, ?_⟩
    ext k
    rw [mulVec_diagonal]
    by_cases hk : k = g
    · simp [hk]
    · have hk0 := hd k hk
      simp only [Pi.sub_apply, Pi.smul_apply, Pi.single_eq_of_ne hk, smul_zero, zero_sub,
        if_neg hk]
      field_simp

/-- Two levels with energies 0 and 1, coupled by a unit off-diagonal element, have the
first-order state `(0, -1)`. -/
theorem isFirstOrder_witness :
    IsFirstOrder ![0, 1] !![0, 1; 1, 0] (0 : Fin 2) ![0, -1] := by
  refine ⟨by simp, ?_⟩
  rw [mulVec_basis]
  ext i
  rw [mulVec_diagonal]
  fin_cases i <;> simp

/-- For Hermitian `V`, the connected correlation function is a sum over the states other than
`g`, with weights `|V_kg|²` and gaps `E_k - E_g`. -/
theorem connectedCorrelation_eq (hV : V.IsHermitian) (t : ℝ) :
    connectedCorrelation E V g t = ((correlation (Finset.univ.erase g)
      (fun k => ‖V k g‖ ^ 2) (fun k => E k - E g) t : ℝ) : ℂ) := by
  have hS : ∑ k ∈ Finset.univ.erase g,
      V g k * ((Real.exp (-(t * (E k - E g))) : ℝ) : ℂ) * V k g
      = ∑ k ∈ Finset.univ.erase g,
        ((‖V k g‖ ^ 2 * Real.exp (-(t * (E k - E g))) : ℝ) : ℂ) :=
    Finset.sum_congr rfl fun k _ => by
      rw [Complex.ofReal_mul, ← coupling_sq hV g k]
      ring
  have h0 : Real.exp (-(t * (E g - E g))) = 1 := by simp
  rw [connectedCorrelation, Matrix.mul_apply]
  simp only [mul_diagonal, correlation, Complex.ofReal_sum]
  -- the intermediate state g cancels against the disconnected part
  rw [← Finset.add_sum_erase _ _ (Finset.mem_univ g), hS, h0, Complex.ofReal_one]
  ring

/-- For Hermitian `V` and a nondegenerate ground state `g`, the cumulant `I(b)` of the connected
correlation function satisfies `I(b) + b E₂ → -‖ψ‖²`, where `ψ` is the first-order state and
`E₂ = ⟨g|V|ψ⟩` the second-order energy. -/
theorem cumulant_slope_intercept (hV : V.IsHermitian) (hE : ∀ k, k ≠ g → E g < E k)
    {ψ : ι → ℂ} (hψ : IsFirstOrder E V g ψ) :
    Tendsto (fun b => cumulant (fun t => (connectedCorrelation E V g t).re) b
      + b * ((V *ᵥ ψ) g).re) atTop (𝓝 (-∑ k, ‖ψ k‖ ^ 2)) := by
  have hamp : ∀ k ∈ Finset.univ.erase g, ψ k = -V k g / ((E k - E g : ℝ) : ℂ) := by
    intro k hk
    have h := congrFun ((isFirstOrder_iff hE).1 hψ) k
    simpa only [if_neg (Finset.ne_of_mem_erase hk)] using h
  -- the second-order energy as a sum over states
  have hE2 : (V *ᵥ ψ) g
      = ((-∑ k ∈ Finset.univ.erase g, ‖V k g‖ ^ 2 / (E k - E g) : ℝ) : ℂ) := by
    simp only [Matrix.mulVec, dotProduct]
    rw [← Finset.add_sum_erase _ _ (Finset.mem_univ g), hψ.1, mul_zero, zero_add,
      ← Finset.sum_neg_distrib, Complex.ofReal_sum]
    refine Finset.sum_congr rfl fun k hk => ?_
    rw [hamp k hk, Complex.ofReal_neg, Complex.ofReal_div, ← coupling_sq hV g k]
    ring
  -- the squared norm of the first-order state
  have hN : ∑ k, ‖ψ k‖ ^ 2
      = ∑ k ∈ Finset.univ.erase g, ‖V k g‖ ^ 2 / (E k - E g) ^ 2 := by
    rw [← Finset.add_sum_erase _ _ (Finset.mem_univ g), hψ.1, norm_zero,
      zero_pow two_ne_zero, zero_add]
    refine Finset.sum_congr rfl fun k hk => ?_
    rw [hamp k hk, norm_div, norm_neg, Complex.norm_real, Real.norm_eq_abs, div_pow, sq_abs]
  have hC : (fun t => (connectedCorrelation E V g t).re) = correlation (Finset.univ.erase g)
      (fun k => ‖V k g‖ ^ 2) (fun k => E k - E g) := by
    funext t
    rw [connectedCorrelation_eq hV, Complex.ofReal_re]
  have h := cumulant_tendsto (S := Finset.univ.erase g) (w := fun k => ‖V k g‖ ^ 2)
    (D := fun k => E k - E g) fun k hk => sub_pos.2 (hE k (Finset.ne_of_mem_erase hk))
  rw [hC, hE2, hN, Complex.ofReal_re]
  simpa only [mul_neg, ← sub_eq_add_neg] using h

end

end ImaginaryTimeCumulant
```

```lean
#print axioms ImaginaryTimeCumulant.cumulant_error_le
#print axioms ImaginaryTimeCumulant.cumulant_slope_intercept
```

```
'ImaginaryTimeCumulant.cumulant_error_le' depends on axioms: [propext, Classical.choice, Quot.sound]
'ImaginaryTimeCumulant.cumulant_slope_intercept' depends on axioms: [propext, Classical.choice, Quot.sound]
```

### From the lemmas to the limit

`integral_earlier_time` and `cumulant_eq` are the two integrations. Each proposes an antiderivative, checks its derivative term by term, and applies the fundamental theorem of calculus through `intervalIntegral.integral_eq_sub_of_hasDerivAt`. Both need only nonzero gaps. Positivity enters in `cumulant_tendsto`, where each exponential is sent to zero before the finite sum is taken. `cumulant_error_le` bounds the same remainder with the triangle inequality and exp(−bD_k) ≤ exp(−bδ).

`isFirstOrder_iff` solves the first-order equation component by component. Its forward direction gives uniqueness: any solution has the amplitudes −V_kg/D_k. Its backward direction gives existence, by substituting those amplitudes. `isFirstOrder_witness` confirms the two-level state above.

`coupling_sq` is the identity V_gk V_kg = |V_kg|². `connectedCorrelation_eq` expands the matrix product, splits off the intermediate state g with `Finset.add_sum_erase`, and cancels it against V_gg².

The main proof assembles these results. Its step `hE2` evaluates the second-order energy, `hN` the squared norm, and `hC` identifies the correlation function with the sum of exponentials. `cumulant_tendsto` then supplies the limit.

### A level below the reference state

Suppose that g is not the ground state. Take two levels with E_g = 0 and E_k = −1, a unit off-diagonal coupling and no diagonal elements of V. The first-order equation is still solvable, with ψ_k = 1 and E₂ = 1. But now C(t) = exp(t), and

I(b) + bE₂ = exp(b) − 1,

which diverges instead of tending to −‖ψ‖² = −1. The second-order quantities are finite, but the remainder grows, because imaginary-time evolution amplifies the lower level.

### The single time integral

The first integration already contains a neighbouring result. Letting s grow in its closed form, again with positive gaps, gives

∫₀ˢ C(s − u) du → Σ_k w_k/D_k,

which in the physical setting is −E₂. The single integral therefore yields the energy without the norm; the second integration brings in the intercept.

### Where the line appears in quantum mechanics

Let g again be the nondegenerate ground state. For a finite system with Hamiltonian H₀ + λV and real λ, I(b) is the coefficient of λ² in ln⟨g|exp(−b(H₀ + λV))|g⟩, so its long-time line carries the second-order energy in the slope and the second-order loss of squared overlap between g and the normalised perturbed ground state in the intercept, each with its sign reversed. Here the whole coefficient is called the second cumulant; in the convention that divides the nth cumulant by n!, the second cumulant is 2I(b). The Lean file starts from the double integral and does not derive this expansion of the logarithm.
